# Wigner's 2n + 1 theorem for finite Hermitian matrices: cutting the eigenvector series of H₀ + sV at order n leaves ⟨φ, (H₀ + sV − E)φ⟩ zero through order 2n + 1

Let \(H_0\) and \(V\) be Hermitian matrices and \(s\) a real parameter. Suppose that the series \(\psi(s)=\psi_0+s\psi_1+\dots\) and \(E(s)=E_0+sE_1+\dots\), with real \(E_k\), satisfy \((H_0+sV)\psi=E\psi\) order by order. Keep only \(\psi_0\) and use it as a trial vector:

\[
\langle\psi_0,(H_0+sV-E)\psi_0\rangle=\langle\psi_0,(H_0-E_0)\psi_0\rangle+s\,\langle\psi_0,(V-E_1)\psi_0\rangle-s^2E_2\langle\psi_0,\psi_0\rangle-\dots
\]

The first term vanishes because \(H_0\psi_0=E_0\psi_0\). For the second, take the first-order equation \((H_0-E_0)\psi_1+(V-E_1)\psi_0=0\) and pair it with \(\psi_0\). Since \(H_0-E_0\) is Hermitian, it can act to the left, where it annihilates \(\psi_0\). What remains is \(\langle\psi_0,(V-E_1)\psi_0\rangle=0\). The vector was wrong from order \(s\) on, but the expectation value is wrong only from order \(s^2\) on. If \(\psi_0\neq0\), this is the familiar \(E_1=\langle\psi_0,V\psi_0\rangle/\langle\psi_0,\psi_0\rangle\).

The same happens at every order. If \(\varphi\) is \(\psi\) cut off after \(s^n\), the expectation value \(\langle\varphi,(H_0+sV-E)\varphi\rangle\), taken here and below without dividing by \(\langle\varphi,\varphi\rangle\), is divisible by \(s^{2n+2}\). For Møller–Plesset theory in a finite basis, where \(H_0+sV\) is a Hermitian matrix, this is why the first-order wave function is enough for the third-order energy.

The two series are assumed to exist as formal solutions. Nothing is said about their convergence, and the perturbation is linear in \(s\). The unperturbed level may be degenerate, provided that such a series is given.

## Series, Hamiltonian and energy in Lean

```lean
import Mathlib

open Matrix
open scoped ComplexOrder

namespace WignerPerturbation

noncomputable section

variable {ι : Type*} [Fintype ι]
```

The first line loads Mathlib, Lean's mathematical library. The type `ι` labels the states of a finite orthonormal basis, so operators are matrices indexed by `ι`.

```lean
/-- The inner product of two vectors of power series in a real formal parameter `s`. -/
def pairing (a b : ι → PowerSeries ℂ) : PowerSeries ℂ :=
  ∑ i, PowerSeries.map (starRingEnd ℂ) (a i) * b i
```

A vector series is stored by components: `a : ι → PowerSeries ℂ` gives each basis state \(i\) a power series \(a_i(s)\) with complex coefficients. The inner product is

\[
\langle a,b\rangle=\sum_i\overline{a_i(s)}\,b_i(s).
\]

`starRingEnd ℂ` is complex conjugation, and `PowerSeries.map` applies it to every coefficient. The parameter \(s\) is left alone, which is how the code says that \(s\) is real. The result is itself a power series, and the left argument is the conjugated one.

```lean
/-- The perturbed Hamiltonian `H0 + s V`. -/
def hamiltonian (H0 V : Matrix ι ι ℂ) : Matrix ι ι (PowerSeries ℂ) :=
  Matrix.of fun i j => PowerSeries.C (H0 i j) + PowerSeries.X * PowerSeries.C (V i j)
```

This is \(H_{ij}(s)=(H_0)_{ij}+sV_{ij}\). `PowerSeries.X` is the parameter \(s\), and `PowerSeries.C` turns a number into a constant series.

```lean
/-- The energy series `E(s)` with real coefficients. -/
def energy (E : ℕ → ℝ) : PowerSeries ℂ := PowerSeries.mk fun k => (E k : ℂ)
```

The energy coefficients are a sequence `E : ℕ → ℝ`, with `E k` standing for \(E_k\). The definition assembles \(E(s)=\sum_kE_ks^k\) and regards the real coefficients as complex ones, so that the series can multiply vectors.

```lean
/-- The vector `(H0 + s V - E(s)) a(s)`. -/
def residual (H0 V : Matrix ι ι ℂ) (E : ℕ → ℝ) (a : ι → PowerSeries ℂ) : ι → PowerSeries ℂ :=
  hamiltonian H0 V *ᵥ a - energy E • a
```

The residual is \((H_0+sV-E)\,a\), written \(Aa\) below. The symbol `*ᵥ` is a matrix acting on a vector, and `•` is multiplication by a scalar, here a scalar series.

```lean
/-- The vector that multiplies `s ^ k` in `ψ(s)`. -/
def order (k : ℕ) (ψ : ι → PowerSeries ℂ) : ι → ℂ := fun i => PowerSeries.coeff k (ψ i)
```

`order k ψ` is the coefficient vector \(\psi_k\), an ordinary complex vector without \(s\).

```lean
/-- The series `ψ(s)` cut off after the power `s ^ n`. -/
def truncate (n : ℕ) (ψ : ι → PowerSeries ℂ) : ι → PowerSeries ℂ :=
  fun i => PowerSeries.mk fun m => if m ≤ n then PowerSeries.coeff m (ψ i) else 0
```

`truncate n ψ` is \(\varphi=\psi_0+s\psi_1+\dots+s^n\psi_n\): coefficients up to and including \(n\) are kept, and the others are set to zero.

## Hermiticity for power series

```lean
variable {H0 V : Matrix ι ι ℂ} {E : ℕ → ℝ} {ψ : ι → PowerSeries ℂ}

/-- Conjugating a series conjugates its constant term. -/
theorem constantCoeff_conj (f : PowerSeries ℂ) :
    PowerSeries.constantCoeff (PowerSeries.map (starRingEnd ℂ) f) =
      starRingEnd ℂ (PowerSeries.constantCoeff f) := by
  simp only [← PowerSeries.coeff_zero_eq_constantCoeff_apply, PowerSeries.coeff_map]
```

The `variable` line fixes the letters for the theorems that follow. The small lemma says that the constant term of \(\overline{f(s)}\) is the conjugate of the constant term of \(f\). It is needed later for the squared norm of \(\psi_0\).

```lean
/-- For Hermitian `H0` and `V`, `H0 + s V` can be moved across the inner product. -/
theorem pairing_hamiltonian (hH : H0.IsHermitian) (hV : V.IsHermitian)
    (a b : ι → PowerSeries ℂ) :
    pairing a (hamiltonian H0 V *ᵥ b) = pairing (hamiltonian H0 V *ᵥ a) b := by
  have hc : ∀ i j, PowerSeries.map (starRingEnd ℂ) (hamiltonian H0 V i j) =
      hamiltonian H0 V j i := by
    intro i j
    have h1 : starRingEnd ℂ (H0 i j) = H0 j i := hH.apply j i
    have h2 : starRingEnd ℂ (V i j) = V j i := hV.apply j i
    simp only [hamiltonian, Matrix.of_apply, map_add, map_mul, PowerSeries.map_C,
      PowerSeries.map_X, h1, h2]
  simp only [pairing, Matrix.mulVec, dotProduct, Finset.mul_sum, map_sum, map_mul,
    Finset.sum_mul, hc]
  refine Finset.sum_comm.trans ?_
  exact Finset.sum_congr rfl fun i _ => Finset.sum_congr rfl fun j _ => by ring
```

Hypotheses stand before the colon and the claim after it. Here `hH` and `hV` say that \(H_0\) and \(V\) are Hermitian, and the claim is \(\langle a,(H_0+sV)b\rangle=\langle(H_0+sV)a,b\rangle\). By hand, hermiticity and the reality of \(s\) give \(\overline{H_{ji}(s)}=H_{ij}(s)\), hence

\[
\sum_{i,j}\overline{a_i}\,H_{ij}\,b_j=\sum_{j}\overline{\Big(\sum_iH_{ji}a_i\Big)}\,b_j .
\]

In the proof, `hc` is the relation between matrix elements. The `simp only` step then writes both sides as double sums, `Finset.sum_comm` exchanges the order of summation, and `ring` compares the terms.

```lean
/-- The matrix element of `H0 + s V - E` splits into a Hamiltonian part and an overlap part. -/
theorem pairing_residual (a b : ι → PowerSeries ℂ) :
    pairing a (residual H0 V E b) =
      pairing a (hamiltonian H0 V *ᵥ b) - energy E * pairing a b := by
  simp only [pairing, residual, Pi.sub_apply, Pi.smul_apply, smul_eq_mul, Finset.mul_sum]
  rw [← Finset.sum_sub_distrib]
  exact Finset.sum_congr rfl fun i _ => by ring
```

This is \(\langle a,Ab\rangle=\langle a,(H_0+sV)b\rangle-E\,\langle a,b\rangle\). The scalar series \(E\) comes out of the sum over components, and no hermiticity is involved.

## An error of order k in the vector, of order 2k in the expectation value

```lean
/-- For Hermitian `H0` and `V`, if a trial series `φ` differs from the eigenvector series by `s ^ k
δ`, then `⟨φ, (H0 + s V - E) φ⟩` is `s ^ (2 k)` times `⟨δ, (H0 + s V - E) δ⟩`. -/
theorem error_quadratic (hH : H0.IsHermitian) (hV : V.IsHermitian)
    (hψ : hamiltonian H0 V *ᵥ ψ = energy E • ψ) {φ δ : ι → PowerSeries ℂ} {k : ℕ}
    (hδ : φ - ψ = (PowerSeries.X : PowerSeries ℂ) ^ k • δ) :
    pairing φ (residual H0 V E φ) =
      PowerSeries.X ^ (2 * k) * pairing δ (residual H0 V E δ) := by
  have hE : PowerSeries.map (starRingEnd ℂ) (energy E) = energy E := by
    ext m
    simp [energy]
  -- the exact solution drops out on the right and, by hermiticity, on the left
  have h1 : residual H0 V E φ = (PowerSeries.X : PowerSeries ℂ) ^ k • residual H0 V E δ := by
    have h : residual H0 V E φ = residual H0 V E (φ - ψ) := by
      unfold residual
      rw [Matrix.mulVec_sub, smul_sub, hψ]
      abel
    rw [h, hδ]
    unfold residual
    rw [Matrix.mulVec_smul, smul_sub, smul_comm (energy E)]
  have h2 : pairing ψ (residual H0 V E φ) = 0 := by
    rw [pairing_residual, pairing_hamiltonian hH hV, hψ]
    simp only [pairing, Pi.smul_apply, smul_eq_mul, map_mul, hE, Finset.mul_sum, mul_assoc,
      sub_self]
  have h3 : pairing φ (residual H0 V E φ) = pairing (φ - ψ) (residual H0 V E φ) := by
    rw [← sub_zero (pairing φ _), ← h2]
    simp only [pairing, Pi.sub_apply, map_sub, sub_mul, Finset.sum_sub_distrib]
  rw [h3, hδ, h1]
  simp only [pairing, Pi.smul_apply, smul_eq_mul, map_mul, map_pow, PowerSeries.map_X,
    Finset.mul_sum]
  exact Finset.sum_congr rfl fun i _ => by ring
```

The hypothesis `hψ` is the eigenvalue equation \((H_0+sV)\psi=E\psi\), an equality of power series and therefore one equation for each order. The trial series \(\varphi\) is arbitrary apart from `hδ`, which says \(\varphi-\psi=s^k\delta\) for some vector series \(\delta\). The claim is the exact identity

\[
\langle\varphi,A\varphi\rangle=s^{2k}\,\langle\delta,A\delta\rangle .
\]

The derivation has four steps, and the proof follows them.

1. Since \(A\psi=0\), we have \(A\varphi=A(\varphi-\psi)=s^kA\delta\). This is `h1`.
2. The exact solution is also annihilated on the left:
\[
\langle\psi,A\varphi\rangle=\langle(H_0+sV)\psi,\varphi\rangle-E\langle\psi,\varphi\rangle=\langle E\psi,\varphi\rangle-E\langle\psi,\varphi\rangle=0 .
\]
This is `h2`. It moves the Hamiltonian across with `pairing_hamiltonian`, and it uses `hE`, the statement that \(E(s)\) equals its own conjugate because its coefficients are real.
3. Subtracting this zero gives \(\langle\varphi,A\varphi\rangle=\langle\varphi-\psi,A\varphi\rangle\), which is `h3`.
4. Inserting \(\varphi-\psi=s^k\delta\) on the left and step 1 on the right gives \(\langle s^k\delta,s^kA\delta\rangle=s^{2k}\langle\delta,A\delta\rangle\). The final lines of the proof collect these powers of \(s\).

One factor \(s^k\) comes from each side of the inner product. This is the variational principle in algebraic form: the expectation value is stationary at an eigenvector, so no term linear in the error survives.

## The truncated eigenvector series

```lean
omit [Fintype ι] in
/-- Truncation at degree `n` changes a series only from order `n + 1` on. -/
theorem truncation_error (n : ℕ) (ψ : ι → PowerSeries ℂ) :
    ∃ δ : ι → PowerSeries ℂ,
      truncate n ψ - ψ = (PowerSeries.X : PowerSeries ℂ) ^ (n + 1) • δ := by
  have h : ∀ i, (PowerSeries.X : PowerSeries ℂ) ^ (n + 1) ∣ (truncate n ψ - ψ) i := by
    intro i
    rw [PowerSeries.X_pow_dvd_iff]
    intro m hm
    simp [truncate, Nat.lt_succ_iff.mp hm]
  choose δ hδ using h
  exact ⟨δ, funext hδ⟩
```

The truncation agrees with \(\psi\) through order \(n\), so

\[
\varphi-\psi=-s^{n+1}\left(\psi_{n+1}+s\psi_{n+2}+\dots\right)=s^{n+1}\delta .
\]

The sign \(∃\) reads "there exists". The proof works component by component. `PowerSeries.X_pow_dvd_iff` says that \(s^{n+1}\) divides a series exactly when the coefficients below order \(n+1\) vanish, and here they cancel. `choose` then gathers the quotients of all components into one vector series \(\delta\). The eigenvalue equation plays no part, so this holds for any \(\psi\).

```lean
/-- For Hermitian `H0` and `V`, if `φ` is the eigenvector series truncated at degree `n`, then `⟨φ,
(H0 + s V - E) φ⟩` is divisible by `s ^ (2 n + 2)`. -/
theorem wigner (hH : H0.IsHermitian) (hV : V.IsHermitian)
    (hψ : hamiltonian H0 V *ᵥ ψ = energy E • ψ) (n : ℕ) :
    (PowerSeries.X : PowerSeries ℂ) ^ (2 * n + 2) ∣
      pairing (truncate n ψ) (residual H0 V E (truncate n ψ)) := by
  obtain ⟨δ, hδ⟩ := truncation_error n ψ
  rw [error_quadratic hH hV hψ hδ, show 2 * (n + 1) = 2 * n + 2 by ring]
  exact Dvd.intro _ rfl
```

The sign `∣` means "divides". In ordinary notation the theorem reads: if \(H_0\) and \(V\) are Hermitian and \((H_0+sV)\psi=E\psi\), then for every \(n\)

\[
s^{2n+2}\ \text{divides}\ \langle\varphi,(H_0+sV-E)\varphi\rangle,\qquad \varphi=\sum_{m=0}^{n}s^m\psi_m .
\]

The proof joins the two previous results. `truncation_error` supplies \(\delta\) with \(k=n+1\), and `error_quadratic` turns the expectation value into \(s^{2(n+1)}\langle\delta,A\delta\rangle\). For \(n=0\) this is the calculation at the start. No normalisation of \(\psi\) is required.

The \(E\) in this statement is the full energy series, including coefficients that one may still want to compute. The next theorem turns the result into a recipe for them.

```lean
/-- For Hermitian `H0` and `V`, if the zeroth-order vector is nonzero, the formal Rayleigh quotient
of the eigenvector series truncated at degree `n` agrees with the energy series through order `2 n +
1`. -/
theorem rayleigh_quotient (hH : H0.IsHermitian) (hV : V.IsHermitian)
    (hψ : hamiltonian H0 V *ᵥ ψ = energy E • ψ) (h0 : order 0 ψ ≠ 0) (n : ℕ) :
    (PowerSeries.X : PowerSeries ℂ) ^ (2 * n + 2) ∣
      pairing (truncate n ψ) (hamiltonian H0 V *ᵥ truncate n ψ) *
        (pairing (truncate n ψ) (truncate n ψ))⁻¹ - energy E := by
  obtain ⟨c, hc⟩ := wigner hH hV hψ n
  rw [pairing_residual] at hc
  have ht : ∀ i, PowerSeries.constantCoeff (truncate n ψ i) = order 0 ψ i := by
    intro i
    rw [← PowerSeries.coeff_zero_eq_constantCoeff_apply]
    simp [truncate, order]
  -- `⟨φ, φ⟩` is invertible because its constant term, the squared norm of `order 0 ψ`, is nonzero
  have hN := PowerSeries.mul_inv_cancel (pairing (truncate n ψ) (truncate n ψ)) (by
    intro h
    refine h0 (dotProduct_star_self_eq_zero.mp (Eq.trans ?_ h))
    simp only [dotProduct, pairing, map_sum, map_mul, constantCoeff_conj, ht, Pi.star_apply,
      Complex.star_def])
  refine ⟨c * (pairing (truncate n ψ) (truncate n ψ))⁻¹, ?_⟩
  linear_combination (pairing (truncate n ψ) (truncate n ψ))⁻¹ * hc + energy E * hN
```

There is one new hypothesis, `h0`: the zeroth-order vector \(\psi_0\) is not zero. Physically, there is an actual unperturbed state to start from. Write \(N=\langle\varphi,\varphi\rangle\), again a power series. Its constant term is \(\langle\psi_0,\psi_0\rangle\), which is positive, so \(N\) has an inverse series. By the previous theorem there is a series \(c\) with

\[
\langle\varphi,(H_0+sV)\varphi\rangle-E\,N=s^{2n+2}c .
\]

Multiplying by \(N^{-1}\) gives

\[
\frac{\langle\varphi,(H_0+sV)\varphi\rangle}{\langle\varphi,\varphi\rangle}-E=s^{2n+2}\,c\,N^{-1}.
\]

The left-hand quotient is built from \(H_0\), \(V\) and \(\psi_0,\dots,\psi_n\) alone, and its expansion reproduces \(E_0,\dots,E_{2n+1}\). This is the usual \(2n+1\) rule. The division by \(N\) takes care of normalisation, so the truncated vector can be used as it stands.

In the proof, `hc` is the equation with \(c\), and `ht` says that the truncation keeps the constant term \(\psi_0\). `hN` is \(NN^{-1}=1\); it is justified by the fact that a vector whose norm vanishes is itself zero, which `h0` excludes. `linear_combination` multiplies `hc` by \(N^{-1}\), adds \(E\) times `hN`, and checks that the outcome is the desired equation.

## A three-level system that satisfies the hypotheses

```lean
/-- A three-level instance: both matrices are Hermitian, and `(-s, 1, 0)` is an eigenvector
series of `H0 + s V` with energy `E(s) = s`. -/
theorem wigner_witness :
    (!![0, 0, 1; 0, 0, 0; 1, 0, 0] : Matrix (Fin 3) (Fin 3) ℂ).IsHermitian ∧
    (!![1, 0, 0; 0, 1, 1; 0, 1, 1] : Matrix (Fin 3) (Fin 3) ℂ).IsHermitian ∧
    hamiltonian !![0, 0, 1; 0, 0, 0; 1, 0, 0] !![1, 0, 0; 0, 1, 1; 0, 1, 1] *ᵥ
      ![-PowerSeries.X, 1, 0] =
      energy (fun k => if k = 1 then 1 else 0) • ![-PowerSeries.X, 1, 0] := by
  have hE : energy (fun k => if k = 1 then 1 else 0) = PowerSeries.X := by
    ext k
    by_cases h : k = 1 <;> simp [energy, PowerSeries.coeff_X, h]
  refine ⟨Matrix.IsHermitian.ext ?_, Matrix.IsHermitian.ext ?_, ?_⟩
  · intro i j
    fin_cases i <;> fin_cases j <;> simp
  · intro i j
    fin_cases i <;> fin_cases j <;> simp
  · rw [hE]
    funext i
    fin_cases i <;> simp [hamiltonian, Matrix.mulVec, dotProduct, Fin.sum_univ_three]

end

end WignerPerturbation
```

The notation `!![...]` lists a matrix row by row, and `![...]` lists a vector. The system is

\[
H_0=\begin{pmatrix}0&0&1\\0&0&0\\1&0&0\end{pmatrix},\quad
V=\begin{pmatrix}1&0&0\\0&1&1\\0&1&1\end{pmatrix},\quad
\psi=\begin{pmatrix}-s\\1\\0\end{pmatrix},\quad E(s)=s .
\]

The theorem confirms that both matrices are Hermitian and that the eigenvalue equation holds. By hand, \(H_0\psi=(0,0,-s)\) and \(sV\psi=(-s^2,s,s)\). Their sum is \((-s^2,s,0)=s\psi\). The normalised eigenvector is \((-s,1,0)/\sqrt{1+s^2}\); the code uses the unnormalised one, whose series is a polynomial. In the proof, `fin_cases` runs through the three values of each index, and `simp` does the arithmetic for each.

The eigenvector changes with \(s\), so cutting it at \(n=0\) loses something: \(\varphi=(0,1,0)\) has the nonzero residual \((0,0,s)\). Its inner product with \(\varphi\) is nevertheless zero, and the Rayleigh quotient of \(\varphi\) is exactly \(s\). In this example the energy therefore comes out even better than the theorem promises.

```lean
#print axioms WignerPerturbation.rayleigh_quotient
```

```
'WignerPerturbation.rayleigh_quotient' depends on axioms: [propext, Classical.choice, Quot.sound]
```
